# Polynomial data on the unit sphere have exactly one harmonic polynomial extension

In one variable the unit sphere is the pair of points $\pm1$, and to extend the boundary data $p=x^2$ harmonically one subtracts a multiple $c(x^2-1)$, which vanishes at both points. The second derivative of what remains is $2-2c$, so $c=1$ and the extension is the constant $h=1$.

```lean
import Mathlib

open MvPolynomial

namespace PolynomialDirichlet

noncomputable section

variable {d : ℕ}

/-- The Laplacian on real polynomials in `d` variables: the sum of the second partial
derivatives. -/
def laplacian : MvPolynomial (Fin d) ℝ →ₗ[ℝ] MvPolynomial (Fin d) ℝ where
  toFun p := ∑ i, pderiv i (pderiv i p)
  map_add' p q := by simp only [map_add, Finset.sum_add_distrib]
  map_smul' c p := by simp only [Derivation.map_smul, Finset.smul_sum, RingHom.id_apply]

/-- The squared radius, the sum of the squares of the variables. -/
def r2 (d : ℕ) : MvPolynomial (Fin d) ℝ := ∑ i, X i ^ 2

/-- The product of the factorials of the exponents of a monomial. -/
def multiFactorial (s : Fin d →₀ ℕ) : ℝ := ∏ i, (Nat.factorial (s i) : ℝ)

/-- The Fischer form of two polynomials: the sum of products of their coefficients, weighted
by the factorials of the exponents. -/
def fischer (p : MvPolynomial (Fin d) ℝ) : MvPolynomial (Fin d) ℝ →ₗ[ℝ] ℝ where
  toFun q := ∑ s ∈ p.support, multiFactorial s * coeff s p * coeff s q
  map_add' a b := by simp only [coeff_add, mul_add, Finset.sum_add_distrib]
  map_smul' c a := by
    simp only [coeff_smul, smul_eq_mul, RingHom.id_apply, Finset.mul_sum]
    exact Finset.sum_congr rfl fun _ _ => by ring

/-- The polynomials all of whose monomials have total degree at most `n`. -/
def degreeLE (d n : ℕ) : Submodule ℝ (MvPolynomial (Fin d) ℝ) where
  carrier := {p | ∀ s : Fin d →₀ ℕ, n < ∑ j, s j → coeff s p = 0}
  zero_mem' := fun s _ => coeff_zero s
  add_mem' := fun {p q} hp hq s hs => by rw [coeff_add, hp s hs, hq s hs, add_zero]
  smul_mem' := fun c p hp s hs => by rw [coeff_smul, hp s hs, smul_zero]

/-- The coefficients of a partial derivative in terms of those of the polynomial. -/
theorem coeff_pderiv_eq (i : Fin d) (p : MvPolynomial (Fin d) ℝ) (s : Fin d →₀ ℕ) :
    coeff s (pderiv i p) = ((s i : ℝ) + 1) * coeff (Finsupp.single i 1 + s) p := by
  induction p using MvPolynomial.induction_on' with
  | monomial u a =>
    rw [pderiv_monomial, coeff_monomial, coeff_monomial]
    by_cases h : u = Finsupp.single i 1 + s
    · have h1 : u - Finsupp.single i 1 = s := by rw [h, add_tsub_cancel_left]
      have h2 : u i = s i + 1 := by rw [h]; simp [add_comm]
      rw [if_pos h1, if_pos h, h2]
      push_cast
      ring
    · rw [if_neg h, mul_zero]
      split_ifs with h2
      · have h0 : u i = 0 := by
          by_contra h0
          apply h
          rw [← h2]
          ext j
          by_cases hj : i = j
          · subst hj
            simp
            omega
          · have hj' : ¬ j = i := fun e => hj e.symm
            simp [hj']
        rw [h0, Nat.cast_zero, mul_zero]
      · rfl
  | add p q hp hq => rw [map_add, coeff_add, coeff_add, hp, hq, mul_add]

/-- The Fischer form is symmetric. -/
theorem fischer_comm (p q : MvPolynomial (Fin d) ℝ) : fischer p q = fischer q p := by
  have h : ∀ a b : MvPolynomial (Fin d) ℝ, fischer a b =
      ∑ s ∈ a.support ∪ b.support, multiFactorial s * coeff s a * coeff s b := fun a b =>
    Finset.sum_subset Finset.subset_union_left fun s _ hs => by
      have h0 : coeff s a = 0 := by_contra fun h => hs (mem_support_iff.mpr h)
      rw [h0, mul_zero, zero_mul]
  rw [h p q, h q p, Finset.union_comm]
  exact Finset.sum_congr rfl fun _ _ => by ring

/-- The Fischer form of a nonzero polynomial with itself is positive. -/
theorem fischer_self_pos {p : MvPolynomial (Fin d) ℝ} (hp : p ≠ 0) : 0 < fischer p p := by
  refine Finset.sum_pos (fun s hs => ?_) (support_nonempty.mpr hp)
  have hw : 0 < multiFactorial s :=
    Finset.prod_pos fun i _ => Nat.cast_pos.mpr (Nat.factorial_pos _)
  rw [mul_assoc]
  exact mul_pos hw (mul_self_pos.mpr (mem_support_iff.mp hs))

/-- Multiplication by a coordinate is adjoint to the derivative along it. -/
theorem fischer_X_mul (i : Fin d) (p q : MvPolynomial (Fin d) ℝ) :
    fischer (X i * p) q = fischer p (pderiv i q) := by
  have hw : ∀ s : Fin d →₀ ℕ,
      multiFactorial (Finsupp.single i 1 + s) = ((s i : ℝ) + 1) * multiFactorial s := by
    intro s
    have h : ∀ t : Fin d →₀ ℕ, multiFactorial t = (Nat.factorial (t i) : ℝ) *
        ∏ j ∈ Finset.univ.erase i, (Nat.factorial (t j) : ℝ) := fun t =>
      (Finset.mul_prod_erase Finset.univ (fun j => (Nat.factorial (t j) : ℝ))
        (Finset.mem_univ i)).symm
    have e : ∏ j ∈ Finset.univ.erase i, (Nat.factorial ((Finsupp.single i 1 + s : Fin d →₀ ℕ) j) : ℝ) =
        ∏ j ∈ Finset.univ.erase i, (Nat.factorial (s j) : ℝ) :=
      Finset.prod_congr rfl fun j hj => by
        have hj' := Finset.ne_of_mem_erase hj
        simp [hj']
    have hi : (Finsupp.single i 1 + s : Fin d →₀ ℕ) i = s i + 1 := by simp [add_comm]
    rw [h (Finsupp.single i 1 + s), h s, e, hi, Nat.factorial_succ]
    push_cast
    ring
  change ∑ s ∈ (X i * p).support, multiFactorial s * coeff s (X i * p) * coeff s q =
    ∑ s ∈ p.support, multiFactorial s * coeff s p * coeff s (pderiv i q)
  rw [support_X_mul, Finset.sum_map]
  refine Finset.sum_congr rfl fun s _ => ?_
  simp only [addLeftEmbedding_apply]
  rw [coeff_X_mul, hw, coeff_pderiv_eq]
  ring

/-- Multiplication by the squared radius is adjoint to the Laplacian. -/
theorem fischer_r2_mul (p q : MvPolynomial (Fin d) ℝ) :
    fischer (r2 d * p) q = fischer p (laplacian q) := by
  change _ = fischer p (∑ i, pderiv i (pderiv i q))
  rw [fischer_comm, r2, Finset.sum_mul, map_sum, map_sum]
  refine Finset.sum_congr rfl fun i _ => ?_
  rw [fischer_comm, pow_two, mul_assoc, fischer_X_mul, fischer_X_mul]

/-- The Laplacian of `r2 * q` in terms of `q`, its Euler derivative and its Laplacian. -/
theorem laplacian_r2_mul (q : MvPolynomial (Fin d) ℝ) :
    laplacian (r2 d * q) =
      (2 * d : ℝ) • q + (4 : ℝ) • ∑ i, X i * pderiv i q + r2 d * laplacian q := by
  have hr : ∀ i : Fin d, pderiv i (r2 d) = (2 : ℝ) • X i := by
    intro i
    rw [r2, map_sum, Finset.sum_eq_single i]
    · rw [pow_two, pderiv_mul, pderiv_X_self, one_mul, mul_one, two_smul]
    · intro j _ hj
      rw [pow_two, pderiv_mul, pderiv_X_of_ne hj, zero_mul, mul_zero, add_zero]
    · intro h
      exact absurd (Finset.mem_univ i) h
  have ht : ∀ i : Fin d, pderiv i (pderiv i (r2 d * q)) =
      (2 : ℝ) • q + (4 : ℝ) • (X i * pderiv i q) + r2 d * pderiv i (pderiv i q) := by
    intro i
    simp only [pderiv_mul, hr, map_add, Derivation.map_smul, pderiv_X_self, smul_mul_assoc,
      one_mul]
    module
  change ∑ i, pderiv i (pderiv i (r2 d * q)) =
    _ + _ + r2 d * ∑ i, pderiv i (pderiv i q)
  rw [Finset.sum_congr rfl fun i _ => ht i, Finset.sum_add_distrib, Finset.sum_add_distrib,
    ← Finset.smul_sum, ← Finset.smul_sum, ← Finset.mul_sum, Finset.sum_const,
    Finset.card_univ, Fintype.card_fin,
    ← Nat.cast_smul_eq_nsmul ℝ, smul_smul]

/-- In at least one dimension, a harmonic polynomial of the form `(r2 - 1) * q` has `q = 0`. -/
theorem eq_zero_of_harmonic (hd : 1 ≤ d) {q : MvPolynomial (Fin d) ℝ}
    (h : laplacian ((r2 d - 1) * q) = 0) : q = 0 := by
  by_contra hq
  have hpos := fischer_self_pos hq
  have hnn : ∀ p : MvPolynomial (Fin d) ℝ, 0 ≤ fischer p p := by
    intro p
    by_cases hp : p = 0
    · rw [hp, map_zero]
    · exact (fischer_self_pos hp).le
  rw [sub_mul, one_mul, map_sub, sub_eq_zero] at h
  -- harmonicity turns the squared norm of r2 * q into a mixed product
  have h1 : fischer (r2 d * q) (r2 d * q) = fischer (r2 d * q) q := by
    rw [fischer_r2_mul, h, ← fischer_r2_mul]
  -- the formula for the Laplacian of r2 * q expands the same squared norm
  have h2 : fischer (r2 d * q) (r2 d * q) = 2 * d * fischer q q +
      4 * ∑ i, fischer (pderiv i q) (pderiv i q) + fischer (laplacian q) (laplacian q) := by
    have hE : ∀ i : Fin d, fischer q (X i * pderiv i q) =
        fischer (pderiv i q) (pderiv i q) := fun i => by rw [fischer_comm, fischer_X_mul]
    have hL : fischer q (r2 d * laplacian q) = fischer (laplacian q) (laplacian q) := by
      rw [fischer_comm, fischer_r2_mul]
    rw [fischer_r2_mul, laplacian_r2_mul, map_add, map_add, map_smul, map_smul, map_sum, hL,
      Finset.sum_congr rfl fun i _ => hE i, smul_eq_mul, smul_eq_mul]
  have h3 := hnn (r2 d * q - q)
  rw [map_sub, fischer_comm _ (r2 d * q), fischer_comm _ q, map_sub, map_sub,
    fischer_comm q (r2 d * q)] at h3
  have h4 : 0 ≤ ∑ i, fischer (pderiv i q) (pderiv i q) := Finset.sum_nonneg fun i _ => hnn _
  have h5 := hnn (laplacian q)
  have hd' : (1 : ℝ) ≤ d := by exact_mod_cast hd
  nlinarith [mul_le_mul_of_nonneg_right hd' hpos.le]

/-- The polynomials of total degree at most `n` form a finite-dimensional space. -/
instance finiteDimensional_degreeLE (d n : ℕ) : FiniteDimensional ℝ (degreeLE d n) := by
  -- finitely many coefficients determine a polynomial of bounded degree
  let ev : degreeLE d n →ₗ[ℝ] ((Fin d → Fin (n + 1)) → ℝ) :=
    { toFun := fun p a => coeff (Finsupp.equivFunOnFinite.symm fun i => (a i : ℕ)) p.1
      map_add' := fun p q => funext fun a => coeff_add _ p.1 q.1
      map_smul' := fun c p => funext fun a => coeff_smul _ c p.1 }
  have hev : Function.Injective ev := by
    refine (injective_iff_map_eq_zero ev).mpr fun p hp => Subtype.ext ?_
    rw [ZeroMemClass.coe_zero]
    refine MvPolynomial.ext _ _ fun s => ?_
    rw [coeff_zero]
    by_cases hs : n < ∑ j, s j
    · exact p.2 s hs
    · have hb : ∀ i, s i < n + 1 := fun i => by
        have h : s i ≤ ∑ j, s j := Finset.single_le_sum (f := fun j => s j)
          (fun j _ => Nat.zero_le _) (Finset.mem_univ i)
        omega
      have h1 := congrFun hp (fun i => ⟨s i, hb i⟩)
      have h2 : Finsupp.equivFunOnFinite.symm (fun i => s i) = s := Finsupp.ext fun _ => rfl
      change coeff (Finsupp.equivFunOnFinite.symm fun i => s i) p.1 = 0 at h1
      rwa [h2] at h1
  exact Module.Finite.of_injective ev hev

set_option maxHeartbeats 400000 in
/-- In at least one dimension, every polynomial is the Laplacian of a polynomial divisible by
`r2 - 1`. -/
theorem exists_laplacian_eq (hd : 1 ≤ d) (f : MvPolynomial (Fin d) ℝ) :
    ∃ q, laplacian ((r2 d - 1) * q) = f := by
  have mem : ∀ n (p : MvPolynomial (Fin d) ℝ), p ∈ degreeLE d n ↔
      ∀ s : Fin d →₀ ℕ, n < ∑ j, s j → coeff s p = 0 := fun _ _ => Iff.rfl
  have hdeg : ∀ (i : Fin d) (s : Fin d →₀ ℕ),
      ∑ j, (Finsupp.single i 1 + s : Fin d →₀ ℕ) j = (∑ j, s j) + 1 := by
    intro i s
    have h1 : ∑ j, (Finsupp.single i 1 : Fin d →₀ ℕ) j = 1 := by simp [Finsupp.single_apply]
    simp only [Finsupp.add_apply, Finset.sum_add_distrib]
    rw [h1, add_comm]
  have hX : ∀ n (i : Fin d) p, p ∈ degreeLE d n → X i * p ∈ degreeLE d (n + 1) := by
    intro n i p hp
    refine (mem _ _).mpr fun s hs => ?_
    by_contra hne
    have hs' := mem_support_iff.mpr hne
    rw [support_X_mul, Finset.mem_map] at hs'
    obtain ⟨t, ht, hts⟩ := hs'
    have hts' : Finsupp.single i 1 + t = s := hts
    rw [← hts', hdeg] at hs
    exact mem_support_iff.mp ht ((mem _ _).mp hp t (by omega))
  have hD : ∀ n (i : Fin d) p, p ∈ degreeLE d (n + 1) → pderiv i p ∈ degreeLE d n := by
    intro n i p hp
    refine (mem _ _).mpr fun s hs => ?_
    rw [coeff_pderiv_eq, (mem _ _).mp hp _ (by rw [hdeg]; omega), mul_zero]
  have hT : ∀ n, ∀ p ∈ degreeLE d n, laplacian ((r2 d - 1) * p) ∈ degreeLE d n := by
    intro n p hp
    have hm : (r2 d - 1) * p ∈ degreeLE d (n + 1 + 1) := by
      rw [sub_mul, one_mul, r2, Finset.sum_mul]
      refine Submodule.sub_mem _ (Submodule.sum_mem _ fun i _ => ?_)
        ((mem _ _).mpr fun s hs => (mem _ _).mp hp s (by omega))
      rw [pow_two, mul_assoc]
      exact hX _ i _ (hX _ i _ hp)
    change ∑ i, pderiv i (pderiv i ((r2 d - 1) * p)) ∈ degreeLE d n
    exact Submodule.sum_mem _ fun i _ => hD _ i _ (hD _ i _ hm)
  obtain ⟨n, hn⟩ : ∃ n, f ∈ degreeLE d n :=
    ⟨f.support.sup (fun s => ∑ j, s j), (mem _ _).mpr fun s hs => by
      by_contra h
      exact absurd (Finset.le_sup (f := fun s : Fin d →₀ ℕ => ∑ j, s j)
        (mem_support_iff.mpr h)) (not_le_of_gt hs)⟩
  -- an injective linear map of a finite-dimensional space to itself is surjective
  let T : degreeLE d n →ₗ[ℝ] degreeLE d n :=
    { toFun := fun q => ⟨laplacian ((r2 d - 1) * q.1), hT n q.1 q.2⟩
      map_add' := fun a b => Subtype.ext (by
        change laplacian ((r2 d - 1) * (a.1 + b.1)) =
          laplacian ((r2 d - 1) * a.1) + laplacian ((r2 d - 1) * b.1)
        rw [mul_add, map_add])
      map_smul' := fun c a => Subtype.ext (by
        change laplacian ((r2 d - 1) * (c • a.1)) = c • laplacian ((r2 d - 1) * a.1)
        rw [mul_smul_comm, map_smul]) }
  have hTv : ∀ q, (T q).1 = laplacian ((r2 d - 1) * q.1) := fun _ => rfl
  have hTi : Function.Injective T := by
    refine (injective_iff_map_eq_zero T).mpr fun q hq => Subtype.ext ?_
    have h : laplacian ((r2 d - 1) * q.1) = 0 := by
      rw [← hTv q, hq, ZeroMemClass.coe_zero]
    rw [ZeroMemClass.coe_zero]
    exact eq_zero_of_harmonic hd h
  obtain ⟨q, hq⟩ := LinearMap.injective_iff_surjective.mp hTi ⟨f, hn⟩
  exact ⟨q.1, (hTv q).symm.trans (congrArg Subtype.val hq)⟩

/-- In at least one dimension, for a polynomial source `f` and polynomial boundary data `p`, the
Poisson equation has exactly one polynomial solution that agrees with `p` modulo `r2 - 1`. -/
theorem existsUnique_poisson (hd : 1 ≤ d) (f p : MvPolynomial (Fin d) ℝ) :
    ∃! u, laplacian u = f ∧ (r2 d - 1) ∣ p - u := by
  obtain ⟨q, hq⟩ := exists_laplacian_eq hd (laplacian p - f)
  refine ⟨p - (r2 d - 1) * q, ⟨?_, q, by ring⟩, ?_⟩
  · rw [map_sub, hq, sub_sub_cancel]
  · rintro v ⟨hv, w, hw⟩
    -- the difference of two solutions is harmonic and divisible by r2 - 1
    have h0 : laplacian ((r2 d - 1) * (w - q)) = 0 := by
      rw [mul_sub, map_sub, hq, ← hw, map_sub, hv, sub_self]
    have hwq : w = q := sub_eq_zero.mp (eq_zero_of_harmonic hd h0)
    rw [← hwq, ← hw, sub_sub_cancel]

/-- For every real polynomial `p` in at least one variable there is exactly one harmonic
polynomial `h` such that `p - h` is divisible by `r2 - 1`. -/
theorem existsUnique_harmonic_extension (hd : 1 ≤ d) (p : MvPolynomial (Fin d) ℝ) :
    ∃! h, laplacian h = 0 ∧ (r2 d - 1) ∣ p - h :=
  existsUnique_poisson hd 0 p

end

end PolynomialDirichlet
```

```lean
#print axioms PolynomialDirichlet.existsUnique_harmonic_extension
-- 'PolynomialDirichlet.existsUnique_harmonic_extension' depends on axioms: [propext, Classical.choice, Quot.sound]
```

## Harmonic extension as a divisibility statement

The theorem `existsUnique_harmonic_extension` says that for $d\ge1$ and every real polynomial $p$ in $d$ variables there is exactly one polynomial $h$ with $\Delta h=0$ and $r^2-1$ dividing $p-h$. It is the case $f=0$ of `existsUnique_poisson`, where the equation is $\Delta u=f$ with a polynomial source $f$.

Polynomials are elements of `MvPolynomial (Fin d) ℝ`, with variables $x_i$ for $i=0,\dots,d-1$. The map `laplacian` is $\Delta=\sum_i\partial_i^2$ with formal partial derivatives, and `r2 d` is $r^2=\sum_i x_i^2$. The boundary condition is the divisibility `(r2 d - 1) ∣ p - u`: if $p-u=(r^2-1)q$, then $p$ and $u$ agree wherever $r=1$.

In electrostatics, $u$ is the potential inside a unit sphere whose surface potential is prescribed, and $f$ is the charge density up to a constant factor. The result covers this problem for polynomial data and polynomial sources, with uniqueness among the polynomials that meet the divisibility condition. General continuous boundary data and other domains are not treated.

The hypothesis `hd : 1 ≤ d` is needed. For $d=0$ every polynomial is a constant, $r^2-1=-1$ divides everything, and every $h$ satisfies both conditions.

The boundary condition could also have been modelled as equality of values at every real point with $r=1$. Existence would follow from the present theorem by evaluation. Uniqueness takes one more step, which is not formalised here: the difference of two solutions is harmonic and vanishes on the sphere, so by the maximum principle it vanishes in the whole ball and is the zero polynomial.

## An inner product that makes $r^2$ adjoint to $\Delta$

Write $p_s$ for the coefficient of the monomial with exponents $s=(s_0,\dots,s_{d-1})$, and $s!=\prod_i s_i!$. The Fischer form is

$$\langle p,q\rangle=\sum_s s!\,p_s q_s .$$

It is symmetric, and $\|p\|^2=\langle p,p\rangle$ is positive for $p\neq0$. In Lean the sum runs over the support of the first argument, so `fischer_comm` first enlarges it to the union of both supports.

Let $e_i$ be the exponent vector of $x_i$. By `coeff_pderiv_eq`, $(\partial_i q)_s=(s_i+1)\,q_{s+e_i}$. Since $(s+e_i)!=(s_i+1)\,s!$,

$$\langle x_ip,q\rangle=\sum_s (s+e_i)!\,p_s\,q_{s+e_i}=\sum_s s!\,p_s\,(s_i+1)\,q_{s+e_i}=\langle p,\partial_iq\rangle .$$

This is `fischer_X_mul`, where `support_X_mul` performs the shift of the summation index. Applying it twice and summing over $i$ gives $\langle r^2p,q\rangle=\langle p,\Delta q\rangle$, which is `fischer_r2_mul`.

## Why a harmonic multiple of $r^2-1$ vanishes

From $\partial_i r^2=2x_i$ and the product rule,

$$\partial_i^2(r^2q)=2q+4x_i\partial_iq+r^2\partial_i^2q .$$

Summing over $i$ gives `laplacian_r2_mul`:

$$\Delta(r^2q)=2d\,q+4\sum_i x_i\partial_iq+r^2\Delta q .$$

Pairing this with $q$ and using the adjoint relations yields

$$\|r^2q\|^2=\langle q,\Delta(r^2q)\rangle=2d\|q\|^2+4\sum_i\|\partial_iq\|^2+\|\Delta q\|^2\ \ge\ 2d\|q\|^2 .$$

Now suppose $\Delta((r^2-1)q)=0$, that is, $\Delta(r^2q)=\Delta q$. Then

$$\|r^2q\|^2=\langle q,\Delta(r^2q)\rangle=\langle q,\Delta q\rangle=\langle r^2q,q\rangle ,$$

and therefore

$$0\le\|r^2q-q\|^2=\|r^2q\|^2-2\langle r^2q,q\rangle+\|q\|^2=\|q\|^2-\|r^2q\|^2 .$$

The two bounds give $2d\|q\|^2\le\|q\|^2$, so $q=0$ when $d\ge1$. In `eq_zero_of_harmonic`, `h1` is the mixed-product identity, `h2` the expansion of the norm and `h3` the positivity of $\|r^2q-q\|^2$; `nlinarith` combines them into a contradiction with $q\neq0$.

## From injectivity to a solution

Consider $T(q)=\Delta((r^2-1)q)$ on polynomials of degree at most $n$. Multiplication by $r^2-1$ raises the degree by at most two and $\Delta$ lowers it by at least two, so $T$ maps this space to itself. These are the steps `hX`, `hD` and `hT` in `exists_laplacian_eq`. The space is finite-dimensional because finitely many coefficients determine its elements (`finiteDimensional_degreeLE`). By the previous argument $T$ is injective, hence surjective.

Choose $q$ with $T(q)=\Delta p-f$ and set $u=p-(r^2-1)q$. Then

$$\Delta u=\Delta p-(\Delta p-f)=f,\qquad p-u=(r^2-1)q .$$

If $v$ is another solution, with $p-v=(r^2-1)w$, then $T(w)=\Delta p-f=T(q)$. Hence $T(w-q)=0$, so $w=q$ and $v=u$.

## Solving for the coefficients

In a calculation, $T(q)=\Delta p-f$ is a square linear system for the coefficients of $q$. It can be solved from the highest degree downwards: on the part of $q$ of degree $k$, the term $\Delta(r^2q)$ stays in degree $k$, while $-\Delta q$ feeds only into degree $k-2$.

For $d=3$, $f=0$ and $p=z^2$, with the variables written $x,y,z$, one has $\Delta p=2$. A constant $q$ gives $T(q)=6q$, so $q=\tfrac13$ and

$$h=z^2-\tfrac13(r^2-1)=\tfrac13+\tfrac13(2z^2-x^2-y^2).$$

The two terms are the $l=0$ and $l=2$ parts of $z^2$ on the unit sphere. The same separation appears in Gaussian basis sets: the six Cartesian functions of degree two with a common exponent $\alpha$ span five functions with $l=2$ and one with $l=0$, namely $r^2e^{-\alpha r^2}$, which is left out when spherical functions are used.
